# For \(0<Z\alpha<1\), the Dirac 1s binding of a point-nucleus hydrogen-like ion exceeds the Schrödinger value by a fraction between \((Z\alpha)^2/4\) and \((Z\alpha)^2\)

Before choosing between a nonrelativistic and a scalar-relativistic effective core potential for an element, one can estimate how strongly relativity acts on the innermost electrons. The quick estimate is \((Z\alpha)^2\), where \(Z\) is the nuclear charge number and \(\alpha\) the fine-structure constant, the dimensionless strength of the electromagnetic coupling. For a single electron bound to a fixed point nucleus, the estimate can be compared with an exact answer. It has the right order for every \(0<Z\alpha<1\), but at weak coupling it is too large by a factor of four.

Write \(x=Z\alpha\). Energies are in units of \(mc^2\), with \(m\) the electron mass and \(c\) the speed of light, and lengths are in units of the reduced Compton wavelength \(\hbar/(mc)\). All quantities are real numbers.

```lean
import Mathlib

open Filter Topology Set

namespace DiracGroundStateBinding

noncomputable section
```

## The two binding energies

The Dirac 1s level, rest energy included, is

\[
s=\sqrt{1-x^2}.
\]

The condition \(x<1\) is physical: for a point nucleus this level falls to zero at \(x=1\), and beyond that the formula gives no real energy. In Lean, \(s\) is `diracEnergy x`.

```lean
/-- The Dirac 1s energy, rest energy included, in units of `mc²`, at coupling `x = Zα` with `0 < x <
1`. -/
def diracEnergy (x : ℝ) : ℝ := √(1 - x ^ 2)
```

A free electron at rest has energy \(1\) in these units, so the Dirac binding energy is \(B_{\mathrm D}=1-s\).

```lean
/-- The Dirac 1s binding energy in units of `mc²`, for `0 < x < 1`. -/
def diracBinding (x : ℝ) : ℝ := 1 - diracEnergy x
```

The Schrödinger binding energy is \(\tfrac12 mc^2(Z\alpha)^2\), that is, \(B_{\mathrm S}=x^2/2\). It enters as a definition and is not derived from the Schrödinger equation here.

```lean
/-- The Schrödinger 1s binding energy in units of `mc²`, for `x > 0`. -/
def schrodingerBinding (x : ℝ) : ℝ := x ^ 2 / 2
```

The fractional increase compares the two, with the Schrödinger value as the reference:

\[
F=\frac{B_{\mathrm D}}{B_{\mathrm S}}-1=\frac{1-\sqrt{1-x^2}}{x^2/2}-1 .
\]

```lean
/-- The fractional increase of the Dirac over the Schrödinger 1s binding, for `0 < x < 1`. -/
def increase (x : ℝ) : ℝ := diracBinding x / schrodingerBinding x - 1
```

## The level as a solution of the radial Dirac equations

The formula for \(s\) can be tied to the Dirac equation through explicit radial amplitudes. At distance \(r>0\), take the large amplitude

\[
P(r)=r^{s}e^{-xr}.
\]

```lean
/-- For `0 < x < 1`, the large radial 1s amplitude (not normalised) at distance `r > 0`, in units of
the reduced Compton wavelength. -/
def largeComponent (x r : ℝ) : ℝ := r ^ diracEnergy x * Real.exp (-x * r)
```

The small amplitude is a fixed multiple of it:

\[
Q(r)=-k\,P(r),\qquad k=\frac{1-s}{x}.
\]

Both are unnormalised. Since \(1+k^2=2/(1+s)\), the condition \(\int_0^\infty(P^2+Q^2)\,dr=1\) is met after multiplying both by

\[
N=\left[\frac{(1+s)(2x)^{2s+1}}{2\,\Gamma(2s+1)}\right]^{1/2},
\]

where \(\Gamma\) is the gamma function. The radial equations are linear, so this factor does not affect them.

```lean
/-- The small radial 1s amplitude (not normalised) at distance `r > 0`, for `0 < x < 1`. -/
def smallComponent (x r : ℝ) : ℝ := -((1 - diracEnergy x) / x) * largeComponent x r
```

Three facts about \(s\) are used throughout. For \(0<x<1\) the number \(1-x^2\) is positive, so its root satisfies \(s>0\) and \(s^2=1-x^2\). As \(s^2<1\), also \(s<1\). The lemma collects them in this form. Later proofs need nothing else about the square root, except that the limits also use its continuity, its nonnegativity and its values at \(0\) and \(1\).

```lean
/-- For `0 < x < 1` the Dirac 1s energy lies strictly between zero and the rest energy,
and its square is `1 - x²`. -/
theorem diracEnergy_spec {x : ℝ} (hx0 : 0 < x) (hx1 : x < 1) :
    0 < diracEnergy x ∧ diracEnergy x < 1 ∧ diracEnergy x ^ 2 = 1 - x ^ 2 := by
  have h : 0 < 1 - x ^ 2 := by nlinarith
  have hs : diracEnergy x ^ 2 = 1 - x ^ 2 := Real.sq_sqrt h.le
  have hp : 0 < diracEnergy x := Real.sqrt_pos.mpr h
  exact ⟨hp, by nlinarith [pow_pos hx0 2], hs⟩
```

The angular quantum number of an \(s_{1/2}\) state is \(\kappa=-1\). In the Coulomb potential \(-x/r\), at energy \(s\), the radial equations read

\[
P'=\frac{P}{r}+\Bigl(s+1+\frac{x}{r}\Bigr)Q,\qquad
Q'=-\frac{Q}{r}-\Bigl(s-1+\frac{x}{r}\Bigr)P .
\]

Differentiating the explicit amplitude gives \(P'=(s/r-x)P\). The ratio \(k\) obeys two relations,

\[
kx=1-s,\qquad k(1+s)=\frac{1-s^2}{x}=x .
\]

Put \(Q=-kP\) into the right side of the first equation:

\[
\Bigl[\frac1r-k(1+s)-\frac{kx}{r}\Bigr]P=\Bigl[\frac1r-x-\frac{1-s}{r}\Bigr]P=\Bigl(\frac sr-x\Bigr)P=P'.
\]

For the second, the left side is \(Q'=-k(s/r-x)P=(-ks/r+1-s)P\), and the right side is

\[
\Bigl[\frac kr+1-s-\frac xr\Bigr]P=\Bigl[\frac{k-k(1+s)}{r}+1-s\Bigr]P=\Bigl[-\frac{ks}{r}+1-s\Bigr]P .
\]

In Lean, `HasDerivAt f f' r` says that `f` is differentiable at `r` with derivative `f'`; the theorem states both equations this way for every \(r>0\). In the proof, `hL` is the derivative of \(P\), and `h1` and `h2` are the two relations for \(k\), which is there called `c`. Each `linear_combination` adds them with the multipliers used above.

The theorem establishes that these amplitudes solve the equations at energy \(s\). Their identification with the 1s bound state rests on their form: they have no node at \(r>0\), behave as \(r^s\) near the nucleus and decay exponentially. That this is the lowest bound level is taken from the standard theory.

```lean
/-- For `0 < x < 1` and at every `r > 0`, the two amplitudes solve the radial Dirac equations with
`κ = -1` in the Coulomb potential `-x/r`, at the energy `diracEnergy x`. -/
theorem radial_dirac_equations {x r : ℝ} (hx0 : 0 < x) (hx1 : x < 1) (hr : 0 < r) :
    HasDerivAt (largeComponent x)
      (largeComponent x r / r + (diracEnergy x + 1 + x / r) * smallComponent x r) r ∧
    HasDerivAt (smallComponent x)
      (-smallComponent x r / r - (diracEnergy x - 1 + x / r) * largeComponent x r) r := by
  obtain ⟨-, -, hs⟩ := diracEnergy_spec hx0 hx1
  -- derivative of the large amplitude
  have hL : HasDerivAt (largeComponent x)
      ((diracEnergy x / r - x) * largeComponent x r) r := by
    have h1 := Real.hasDerivAt_rpow_const (x := r) (p := diracEnergy x) (Or.inl hr.ne')
    have h0 : HasDerivAt (fun t : ℝ => -x * t) (-x) r := by
      simpa using (hasDerivAt_id r).const_mul (-x)
    refine (h1.fun_mul h0.exp).congr_deriv ?_
    rw [Real.rpow_sub_one hr.ne']
    unfold largeComponent
    ring
  -- two relations between the coupling, the energy and the factor `(1 - s) / x`
  have h1 : (1 - diracEnergy x) / x * x = 1 - diracEnergy x := div_mul_cancel₀ _ hx0.ne'
  have h2 : (1 - diracEnergy x) / x * (1 + diracEnergy x) = x := by
    rw [div_mul_eq_mul_div, div_eq_iff hx0.ne']
    linear_combination -hs
  constructor
  · refine hL.congr_deriv ?_
    simp only [smallComponent]
    generalize (1 - diracEnergy x) / x = c at h1 h2 ⊢
    linear_combination (largeComponent x r / r) * h1 + largeComponent x r * h2
  · refine (hL.const_mul (-((1 - diracEnergy x) / x))).congr_deriv ?_
    simp only [smallComponent]
    generalize (1 - diracEnergy x) / x = c at h1 h2 ⊢
    linear_combination largeComponent x r * h1 - (largeComponent x r / r) * h2
```

## A closed form for the increase

The relation \(s^2=1-x^2\) factorises as \(x^2=(1-s)(1+s)\). Since \(s\neq1\), the factor \(1-s\) cancels:

\[
F=\frac{2(1-s)}{(1-s)(1+s)}-1=\frac{2}{1+s}-1=\frac{1-s}{1+s}=\frac{x^2}{(1+s)^2}.
\]

The last form is also the better one to evaluate in floating-point arithmetic for this one-electron model, because at small \(x\) the difference \(1-s\) loses significant digits. In the proof, `hx2` is the factorisation and `e` is the cancellation.

```lean
/-- For `0 < x < 1` the fractional increase equals `x ^ 2 / (1 + s) ^ 2`, where `s` is the Dirac 1s
energy `diracEnergy x`. -/
theorem increase_eq {x : ℝ} (hx0 : 0 < x) (hx1 : x < 1) :
    increase x = x ^ 2 / (1 + diracEnergy x) ^ 2 := by
  obtain ⟨hp, hl, hs⟩ := diracEnergy_spec hx0 hx1
  unfold increase diracBinding schrodingerBinding
  generalize diracEnergy x = s at hp hl hs ⊢
  have hx2 : x ^ 2 = (1 - s) * (1 + s) := by linear_combination hs
  have hm : 1 - s ≠ 0 := (sub_pos.mpr hl).ne'
  have hq : 1 + s ≠ 0 := by positivity
  have e : (1 - s) / ((1 - s) * (1 + s) / 2) = 2 / (1 + s) := by
    rw [div_eq_div_iff (div_ne_zero (mul_ne_zero hm hq) two_ne_zero) hq]
    ring
  rw [hx2, e]
  field_simp
  ring
```

## Limits at weak and strong coupling

Dividing by \(x^2\) leaves

\[
\frac{F}{x^2}=\frac{1}{\bigl(1+\sqrt{1-x^2}\bigr)^2}\qquad(0<x<1).
\]

The right side is continuous in \(x\). At \(x=0\) its value is \(1/4\), and at \(x=1\) it is \(1\). These are therefore the limits of \(F/x^2\) as \(x\to0^+\) and as \(x\to1^-\).

In Lean, `𝓝[>] 0` stands for approach to zero from above, `𝓝[<] 1` for approach to one from below, and `Tendsto` for convergence. The proof follows the same route: `hc` is the continuity, `key` is the equality on the open interval, and `congr'` carries the limit over to \(F/x^2\), since near each endpoint, on the relevant side, the two functions agree.

```lean
/-- The ratio of the fractional increase to `(Zα)²` has the limit `1/4` at weak coupling
and the limit `1` as `Zα` tends to `1` from below. -/
theorem ratio_limits :
    Tendsto (fun x => increase x / x ^ 2) (𝓝[>] 0) (𝓝 (1 / 4)) ∧
    Tendsto (fun x => increase x / x ^ 2) (𝓝[<] 1) (𝓝 1) := by
  have hc : Continuous (fun x : ℝ => 1 / (1 + √(1 - x ^ 2)) ^ 2) :=
    continuous_const.div (by fun_prop) (fun x => by positivity)
  have key : ∀ x ∈ Ioo (0 : ℝ) 1,
      1 / (1 + √(1 - x ^ 2)) ^ 2 = increase x / x ^ 2 := by
    intro x hx
    have hx2 : x ^ 2 ≠ 0 := pow_ne_zero 2 hx.1.ne'
    rw [increase_eq hx.1 hx.2, div_right_comm, div_self hx2]
    rfl
  constructor
  · have h := (hc.tendsto 0).mono_left (nhdsWithin_le_nhds (s := Ioi 0))
    have e : 1 / (1 + √(1 - (0 : ℝ) ^ 2)) ^ 2 = 1 / 4 := by norm_num
    rw [e] at h
    refine h.congr' ?_
    filter_upwards [Ioo_mem_nhdsGT (zero_lt_one' ℝ)] with x hx using key x hx
  · have h := (hc.tendsto 1).mono_left (nhdsWithin_le_nhds (s := Iio 1))
    have e : 1 / (1 + √(1 - (1 : ℝ) ^ 2)) ^ 2 = 1 := by norm_num
    rw [e] at h
    refine h.congr' ?_
    filter_upwards [Ioo_mem_nhdsLT (zero_lt_one' ℝ)] with x hx using key x hx
```

## The bounds on the increase

From \(0<s<1\) it follows that \(1<(1+s)^2<4\). Dividing the positive number \(x^2\) by this denominator gives

\[
\frac{x^2}{4}<F<x^2 .
\]

The limits just found show that both constants are the best possible on the whole interval: a bound \(F\le Cx^2\) for all \(0<x<1\) forces \(C\ge1\), and a bound \(F\ge Cx^2\) forces \(C\le1/4\).

The theorem states the two inequalities for every real `x` with `0 < x` and `x < 1`, together with the weak-coupling limit. Its proof obtains the bounds on the denominator as `h1` and `h4`, then multiplies each inequality through by that denominator.

For core electrons this supports \((Z\alpha)^2\) as an order-of-magnitude measure of relativistic strengthening, within a model of one electron and a fixed point nucleus. Screening by other electrons, finite nuclear size, radiative corrections and the response of the valence shell do not enter, so the numbers are not corrections to be applied to a many-electron atom or to a pseudopotential.

```lean
/-- The fractional increase of the 1s binding lies strictly between `(Zα)²/4` and `(Zα)²`
for all `0 < Zα < 1`, and its ratio to `(Zα)²` tends to `1/4` at weak coupling. -/
theorem relativistic_binding_estimate :
    (∀ x : ℝ, 0 < x → x < 1 → x ^ 2 / 4 < increase x ∧ increase x < x ^ 2) ∧
    Tendsto (fun x => increase x / x ^ 2) (𝓝[>] 0) (𝓝 (1 / 4)) := by
  refine ⟨fun x hx0 hx1 => ?_, ratio_limits.1⟩
  obtain ⟨hp, hl, -⟩ := diracEnergy_spec hx0 hx1
  have hx2 : 0 < x ^ 2 := by positivity
  have hq : 0 < (1 + diracEnergy x) ^ 2 := by positivity
  -- the denominator of the closed form lies between 1 and 4
  have h4 : (1 + diracEnergy x) ^ 2 < 4 := by nlinarith
  have h1 : 1 < (1 + diracEnergy x) ^ 2 := by nlinarith
  rw [increase_eq hx0 hx1]
  constructor
  · rw [lt_div_iff₀ hq]
    nlinarith [mul_pos hx2 (sub_pos.mpr h4)]
  · rw [div_lt_iff₀ hq]
    nlinarith [mul_pos hx2 (sub_pos.mpr h1)]
```

## The error of the quarter estimate

At weak coupling the sharper estimate is \(x^2/4\). Its error follows from the closed form and \(1-s=x^2/(1+s)\):

\[
F-\frac{x^2}{4}=\frac{x^2\bigl[4-(1+s)^2\bigr]}{4(1+s)^2}
=\frac{x^2(1-s)(3+s)}{4(1+s)^2}
=\frac{x^4(3+s)}{4(1+s)^3}.
\]

For a lower bound, use \((1+s)^3<4(1+s)<2(3+s)\), where the second inequality is the same as \(s<1\). For an upper bound, expand \(3(1+s)^3=3+9s+9s^2+3s^3>3+s\). Hence

\[
\frac{x^4}{8}<F-\frac{x^2}{4}<\frac{3x^4}{4}.
\]

The quarter estimate is thus always too small, by an amount of fourth order in the coupling. In the proof, `e` is the exact remainder, while `hup` and `hlo` are the two inequalities between \(3+s\) and \((1+s)^3\).

```lean
/-- The error of the estimate `(Zα)²/4` lies strictly between `(Zα)⁴/8` and `3(Zα)⁴/4`
for all `0 < Zα < 1`. -/
theorem estimate_error {x : ℝ} (hx0 : 0 < x) (hx1 : x < 1) :
    x ^ 4 / 8 < increase x - x ^ 2 / 4 ∧ increase x - x ^ 2 / 4 < 3 * x ^ 4 / 4 := by
  obtain ⟨hp, hl, hs⟩ := diracEnergy_spec hx0 hx1
  rw [increase_eq hx0 hx1]
  generalize diracEnergy x = s at hp hl hs ⊢
  have hx4 : 0 < x ^ 4 := by positivity
  have hq : 0 < 4 * (1 + s) ^ 3 := by positivity
  -- exact remainder
  have e : x ^ 2 / (1 + s) ^ 2 - x ^ 2 / 4 = x ^ 4 * (3 + s) / (4 * (1 + s) ^ 3) := by
    have hx2 : x ^ 2 = (1 - s) * (1 + s) := by linear_combination hs
    have h4 : x ^ 4 = ((1 - s) * (1 + s)) ^ 2 := by rw [← hx2]; ring
    have hn : 1 + s ≠ 0 := by positivity
    rw [h4, hx2]
    field_simp
    ring
  have hsq : (1 + s) ^ 2 < 4 := by nlinarith
  have hup : (1 + s) ^ 3 < 2 * (3 + s) := by
    nlinarith [mul_pos (by linarith : 0 < 1 + s) (sub_pos.mpr hsq)]
  have hlo : 3 + s < 3 * (1 + s) ^ 3 := by nlinarith [pow_pos hp 2, pow_pos hp 3]
  rw [e]
  constructor
  · rw [lt_div_iff₀ hq]
    nlinarith [mul_pos hx4 (sub_pos.mpr hup)]
  · rw [div_lt_iff₀ hq]
    nlinarith [mul_pos hx4 (sub_pos.mpr hlo)]
```

## Growth of the ratio with nuclear charge

Let \(0<x<y<1\), and let \(s_x\) and \(s_y\) be the corresponding levels. Then \(1-y^2<1-x^2\), so \(s_y<s_x\): the stronger charge has the lower level. The denominator \((1+s)^2\) shrinks accordingly, and

\[
\frac{F(x)}{x^2}=\frac1{(1+s_x)^2}<\frac1{(1+s_y)^2}=\frac{F(y)}{y^2}.
\]

The ratio therefore rises strictly from near \(1/4\) towards \(1\). `StrictMonoOn` expresses this strict increase on the open interval `Ioo 0 1`, and `hlt` is the comparison of the two levels.

```lean
/-- The ratio of the fractional increase to `(Zα)²` grows strictly with the coupling
on `0 < Zα < 1`. -/
theorem ratio_strictMonoOn :
    StrictMonoOn (fun x => increase x / x ^ 2) (Ioo 0 1) := by
  intro x hx y hy hxy
  obtain ⟨hpy, -, hsy⟩ := diracEnergy_spec hy.1 hy.2
  obtain ⟨hpx, -, hsx⟩ := diracEnergy_spec hx.1 hx.2
  have hx2 : x ^ 2 ≠ 0 := pow_ne_zero 2 hx.1.ne'
  have hy2 : y ^ 2 ≠ 0 := pow_ne_zero 2 hy.1.ne'
  have hsq : x ^ 2 < y ^ 2 := by nlinarith [hx.1, hy.1]
  -- a stronger charge lowers the level
  have hlt : diracEnergy y < diracEnergy x := by nlinarith
  change increase x / x ^ 2 < increase y / y ^ 2
  rw [increase_eq hx.1 hx.2, increase_eq hy.1 hy.2, div_right_comm, div_self hx2,
    div_right_comm, div_self hy2]
  exact one_div_lt_one_div_of_lt (by positivity) (by nlinarith)

end

end DiracGroundStateBinding
```

```lean
#print axioms DiracGroundStateBinding.radial_dirac_equations
#print axioms DiracGroundStateBinding.relativistic_binding_estimate
#print axioms DiracGroundStateBinding.estimate_error
#print axioms DiracGroundStateBinding.ratio_strictMonoOn
```

```
'DiracGroundStateBinding.radial_dirac_equations' depends on axioms: [propext, Classical.choice, Quot.sound]
'DiracGroundStateBinding.relativistic_binding_estimate' depends on axioms: [propext, Classical.choice, Quot.sound]
'DiracGroundStateBinding.estimate_error' depends on axioms: [propext, Classical.choice, Quot.sound]
'DiracGroundStateBinding.ratio_strictMonoOn' depends on axioms: [propext, Classical.choice, Quot.sound]
```

## The values at \(x=3/5\)

At \(x=3/5\) the square root is rational, \(s=4/5\). The bindings are \(B_{\mathrm D}=1/5\) and \(B_{\mathrm S}=9/50\), so

\[
F=\frac{1/5}{9/50}-1=\frac{10}{9}-1=\frac19\approx0.111 .
\]

The closed form agrees: \((9/25)/(9/5)^2=1/9\). The bounds read \(0.09<0.111<0.36\). The error of the quarter estimate is \(1/9-9/100=19/900\approx0.0211\), which lies between \(x^4/8=0.0162\) and \(3x^4/4=0.0972\). At this coupling \(x^2/4\) is still a fair estimate, while \(x^2\) is more than three times too large.

## Taking the Dirac binding as the reference

The increase could also have been defined relative to the Dirac binding. With \(B_{\mathrm S}/B_{\mathrm D}=(1+s)/2\), that fraction is

\[
\frac{B_{\mathrm D}-B_{\mathrm S}}{B_{\mathrm D}}=\frac{1-s}{2}=\frac{x^2}{2(1+s)} .
\]

Because \(1<1+s<2\), it lies between \(x^2/4\) and \(x^2/2\). The lower bound and the weak-coupling coefficient \(1/4\) would stay the same, and the upper bound would be halved. At \(x=3/5\) the value would be \(1/10\) in place of \(1/9\).
